# Catalan numbers in the Rayleigh-Schroedinger series of a two-level system

To check a routine that generates Rayleigh-Schroedinger energies order by order, you can run it on $H_0=\mathrm{diag}(0,1)$ with perturbation $V=\begin{pmatrix}0&1\\1&0\end{pmatrix}$ and compare its output with known integers. For the lower state, orders one to eight must give $0,-1,0,1,0,-2,0,5$. Apart from sign, the nonzero entries are the Catalan numbers $C_0,C_1,C_2,\dots=1,1,2,5,\dots$, defined by $C_0=1$ and $C_{m+1}=\sum_{k=0}^{m}C_kC_{m-k}$. The Lean file below proves this pattern at every order. It also proves the corresponding formula for any nonzero real gap and any complex off-diagonal coupling, where the Catalan numbers are multiplied by powers of the coupling strength and the inverse gap.

```lean
import Mathlib

open Matrix Finset ComplexConjugate

namespace TwoLevelRayleighSchroedinger

noncomputable section
```

The first line loads Mathlib, Lean's mathematical library. The `open` line allows short names, among them `conj` for complex conjugation.

```lean
/-- The Rayleigh-Schroedinger equations of all orders for `H₀ + t V`, starting from the basis
state `g`, with corrections that have no component along `g` (intermediate normalisation). -/
structure IsRSSeries {ι : Type*} [Fintype ι] [DecidableEq ι] (H₀ V : Matrix ι ι ℂ) (g : ι)
    (E : ℕ → ℂ) (ψ : ℕ → ι → ℂ) : Prop where
  start : ψ 0 = Pi.single g 1
  normalised : ∀ n, ψ (n + 1) g = 0
  zeroth : H₀ *ᵥ ψ 0 = E 0 • ψ 0
  order : ∀ n, H₀ *ᵥ ψ (n + 1) + V *ᵥ ψ n = ∑ k ∈ range (n + 2), E k • ψ (n + 1 - k)
```

This definition says what a perturbation series is, for any finite matrices $H_0$ and $V$. The Hamiltonian is $H_0+tV$, `E n` is the energy coefficient $E_n$ of $t^n$, and `ψ n` is the vector coefficient $\psi_n$. The four fields are conditions:

- `start`: $\psi_0$ is the basis state `g`.
- `normalised`: later corrections have no component along `g`, which is intermediate normalisation.
- `zeroth`: $H_0\psi_0=E_0\psi_0$.
- `order`: $H_0\psi_{n+1}+V\psi_n=\sum_{k=0}^{n+1}E_k\psi_{n+1-k}$ for every $n\ge 0$.

The symbol `*ᵥ` multiplies a matrix by a vector, and `range (n + 2)` runs over $0,\dots,n+1$. The conditions concern coefficients only; convergence of the series in $t$ is not addressed.

```lean
/-- The unperturbed two-level Hamiltonian with levels `0` and `Δ`. -/
def H₀ (Δ : ℝ) : Matrix (Fin 2) (Fin 2) ℂ := !![0, 0; 0, (Δ : ℂ)]
```

The unperturbed levels are $0$ and $\Delta$, with $\Delta$ real. Lean numbers them 0 and 1. The explanations call level 0 the lower and level 1 the upper level, which is their order when $\Delta>0$; the general theorems also allow negative $\Delta$.

```lean
/-- The off-diagonal coupling of the two levels with matrix element `v`. -/
def V (v : ℂ) : Matrix (Fin 2) (Fin 2) ℂ := !![0, v; conj v, 0]
```

The coupling has a complex matrix element $v$ and no diagonal part.

```lean
/-- The closed form of the order-`n` amplitude on level 1, for a nonzero gap. -/
def amp (Δ : ℝ) (v : ℂ) (n : ℕ) : ℂ :=
  if Even n then 0
  else -(conj v / Δ) * (-(v * conj v / (Δ : ℂ) ^ 2)) ^ (n / 2) * (catalan (n / 2) : ℂ)
```

This is the proposed upper-level amplitude $a_n$. It vanishes for even $n$, and for odd orders
$$a_{2m+1}=-\frac{v^*}{\Delta}\left(-\frac{|v|^2}{\Delta^2}\right)^m C_m .$$
The expression `n / 2` is integer division, so it returns $m$ when $n=2m+1$.

```lean
private lemma H₀_apply (Δ : ℝ) (x : Fin 2 → ℂ) :
    (H₀ Δ *ᵥ x) 0 = 0 ∧ (H₀ Δ *ᵥ x) 1 = Δ * x 1 := by
  constructor <;> simp [H₀, Matrix.mulVec, dotProduct, Fin.sum_univ_two]
```

For a vector $x=(x_0,x_1)$, this lemma reads $H_0x=(0,\Delta x_1)$.

```lean
private lemma V_apply (v : ℂ) (x : Fin 2 → ℂ) :
    (V v *ᵥ x) 0 = v * x 1 ∧ (V v *ᵥ x) 1 = conj v * x 0 := by
  constructor <;> simp [V, Matrix.mulVec, dotProduct, Fin.sum_univ_two]
```

Likewise, $Vx=(v x_1,\,v^*x_0)$.

```lean
private lemma amp_even (Δ : ℝ) (v : ℂ) (m : ℕ) : amp Δ v (2 * m) = 0 := by
  simp [amp]
```

Even amplitudes vanish: $a_{2m}=0$.

```lean
private lemma amp_odd (Δ : ℝ) (v : ℂ) (m : ℕ) : amp Δ v (2 * m + 1) =
    -(conj v / Δ) * (-(v * conj v / (Δ : ℂ) ^ 2)) ^ m * (catalan m : ℂ) := by
  have h : ¬ Even (2 * m + 1) := by
    rw [Nat.not_even_iff_odd]
    exact ⟨m, rfl⟩
  have h2 : (2 * m + 1) / 2 = m := by omega
  rw [amp, if_neg h, h2]
```

Odd amplitudes have the form displayed above.

```lean
private lemma sum_odd (f : ℕ → ℂ) (hf : ∀ k, f (2 * k) = 0) (m : ℕ) :
    ∑ k ∈ range (2 * m), f k = ∑ k ∈ range m, f (2 * k + 1) := by
  induction m with
  | zero => simp
  | succ m ih =>
    rw [show 2 * (m + 1) = 2 * m + 1 + 1 by ring, sum_range_succ, sum_range_succ,
      sum_range_succ, ih, hf, add_zero]
```

If $f$ vanishes at even arguments, its sum over $0,\dots,2m-1$ reduces to $\sum_{k=0}^{m-1}f(2k+1)$. The proof is by induction, adding two terms at a time.

```lean
/-- Projected on the two levels, the perturbation equations starting from level 0 give `E 0 = 0`,
each later energy coefficient as `v` times the previous amplitude on level 1, and a quadratic
recursion for these amplitudes. -/
theorem isRSSeries_iff_recursion (Δ : ℝ) (v : ℂ) (E : ℕ → ℂ) (ψ : ℕ → Fin 2 → ℂ) :
    IsRSSeries (H₀ Δ) (V v) 0 E ψ ↔
      (∀ n, ψ n 0 = if n = 0 then 1 else 0) ∧ ψ 0 1 = 0 ∧ E 0 = 0 ∧
      (∀ n, E (n + 1) = v * ψ n 1) ∧
      ∀ n, Δ * ψ (n + 1) 1 + conj v * (if n = 0 then 1 else 0) =
        v * ∑ k ∈ range (n + 1), ψ k 1 * ψ (n - k) 1 := by
  -- only the last term survives in the component on level 0
  have pick : ∀ n, ∑ k ∈ range (n + 2), E k * (if n + 1 - k = 0 then (1 : ℂ) else 0)
      = E (n + 1) := by
    intro n
    have hz : ∑ k ∈ range (n + 1), E k * (if n + 1 - k = 0 then (1 : ℂ) else 0) = 0 := by
      refine sum_eq_zero fun k hk => ?_
      have hk' := mem_range.1 hk
      rw [if_neg (by omega), mul_zero]
    rw [sum_range_succ, hz, if_pos (by omega), mul_one, zero_add]
  have shift : E 0 = 0 → (∀ n, E (n + 1) = v * ψ n 1) → ∀ n,
      ∑ k ∈ range (n + 2), E k * ψ (n + 1 - k) 1 =
        v * ∑ k ∈ range (n + 1), ψ k 1 * ψ (n - k) 1 := by
    intro h0 hE n
    rw [sum_range_succ', h0, zero_mul, add_zero, mul_sum]
    refine sum_congr rfl fun k _ => ?_
    rw [hE, Nat.add_sub_add_right, mul_assoc]
  constructor
  · intro h
    have hz : ∀ n, ψ n 0 = if n = 0 then 1 else 0 := by
      intro n
      cases n with
      | zero => simp [h.start]
      | succ n => simp [h.normalised n]
    have hc : ψ 0 1 = 0 := by simp [h.start]
    have h0 : E 0 = 0 := by
      have := congrFun h.zeroth 0
      simpa [H₀_apply, hz] using this.symm
    have hE : ∀ n, E (n + 1) = v * ψ n 1 := by
      intro n
      have := congrFun (h.order n) 0
      simp only [Pi.add_apply, Finset.sum_apply, Pi.smul_apply, smul_eq_mul, H₀_apply,
        V_apply, zero_add, hz, pick] at this
      exact this.symm
    refine ⟨hz, hc, h0, hE, fun n => ?_⟩
    have := congrFun (h.order n) 1
    simp only [Pi.add_apply, Finset.sum_apply, Pi.smul_apply, smul_eq_mul, H₀_apply,
      V_apply, hz, shift h0 hE] at this
    exact this
  · rintro ⟨hz, hc, h0, hE, hr⟩
    refine ⟨funext (Fin.forall_fin_two.2 ⟨?_, ?_⟩), fun n => ?_,
      funext (Fin.forall_fin_two.2 ⟨?_, ?_⟩),
      fun n => funext (Fin.forall_fin_two.2 ⟨?_, ?_⟩)⟩
    · simp [hz]
    · simp [hc]
    · simp [hz]
    · simp [H₀_apply, h0]
    · simp [H₀_apply, h0, hc]
    · simp only [Pi.add_apply, Finset.sum_apply, Pi.smul_apply, smul_eq_mul, H₀_apply,
        V_apply, zero_add, hz, pick, hE]
    · simp only [Pi.add_apply, Finset.sum_apply, Pi.smul_apply, smul_eq_mul, H₀_apply,
        V_apply, hz, shift h0 hE]
      exact hr n
```

This theorem turns the vector equations into scalar ones. Write $c_n$ for `ψ n 1`, the upper component. The lower component is $\delta_{n0}$, by the starting condition and the normalisation. The starting condition also gives $c_0=0$, and the lower component of $H_0\psi_0=E_0\psi_0$ gives $E_0=0$.

In the lower component of the order equation, only $k=n+1$ survives on the right:
$$E_{n+1}=v\,c_n .$$
The upper component reads
$$\Delta c_{n+1}+v^*\delta_{n0}=\sum_{k=0}^{n+1}E_kc_{n+1-k}=v\sum_{k=0}^{n}c_kc_{n-k}.$$
The last step drops $E_0=0$, shifts the index and inserts $E_{k+1}=vc_k$. In the proof, `pick` selects the surviving term and `shift` performs the index change. The symbol `↔` means that the scalar equations also imply the original ones, which the second half checks component by component.

```lean
/-- For a nonzero gap the closed-form amplitudes satisfy the quadratic recursion of the two-level
model. -/
theorem amp_recursion {Δ : ℝ} (hΔ : Δ ≠ 0) (v : ℂ) (n : ℕ) :
    Δ * amp Δ v (n + 1) + conj v * (if n = 0 then 1 else 0) =
      v * ∑ k ∈ range (n + 1), amp Δ v k * amp Δ v (n - k) := by
  have hD : (Δ : ℂ) ≠ 0 := by exact_mod_cast hΔ
  rcases Nat.even_or_odd' n with ⟨m, rfl | rfl⟩
  · cases m with
    | zero =>
      have h0 : amp Δ v 0 = 0 := amp_even Δ v 0
      have h1 : amp Δ v 1 = -(conj v / Δ) := by simpa using amp_odd Δ v 0
      have e : (Δ : ℂ) * (conj v / Δ) = conj v := by field_simp
      simp [h0, h1, e]
    | succ m =>
      have hc : (catalan (m + 1) : ℂ) =
          ∑ k ∈ range (m + 1), (catalan k : ℂ) * (catalan (m - k) : ℂ) := by
        rw [catalan_succ, Nat.cast_sum, Finset.sum_range]
        simp
      -- only pairs of odd orders contribute, which is Catalan's recursion
      have key : ∑ k ∈ range (2 * (m + 1)), amp Δ v k * amp Δ v (2 * (m + 1) - k) =
          ∑ k ∈ range (m + 1), amp Δ v (2 * k + 1) * amp Δ v (2 * (m + 1) - (2 * k + 1)) :=
        sum_odd (fun k => amp Δ v k * amp Δ v (2 * (m + 1) - k))
          (fun k => by simp only [amp_even, zero_mul]) (m + 1)
      have hs : ∑ k ∈ range (2 * (m + 1) + 1), amp Δ v k * amp Δ v (2 * (m + 1) - k) =
          (conj v / Δ) ^ 2 * (-(v * conj v / (Δ : ℂ) ^ 2)) ^ m * (catalan (m + 1) : ℂ) := by
        rw [sum_range_succ, key, amp_even, zero_mul, add_zero, hc, mul_sum]
        refine sum_congr rfl fun k hk => ?_
        have hk' := mem_range.1 hk
        have hi : 2 * (m + 1) - (2 * k + 1) = 2 * (m - k) + 1 := by omega
        have hp : ∀ x : ℂ, x ^ m = x ^ k * x ^ (m - k) := by
          intro x
          rw [← pow_add]
          congr 1
          omega
        rw [hi, amp_odd, amp_odd, hp]
        generalize -(v * conj v / (Δ : ℂ) ^ 2) = x
        ring
      rw [hs, amp_odd, if_neg (by omega), mul_zero, add_zero, pow_succ _ m]
      generalize (-(v * conj v / (Δ : ℂ) ^ 2)) ^ m = y
      field_simp
  · have hs : ∑ k ∈ range (2 * m + 1 + 1), amp Δ v k * amp Δ v (2 * m + 1 - k) = 0 := by
      refine sum_eq_zero fun k _ => ?_
      rcases Nat.even_or_odd' k with ⟨p, rfl | rfl⟩
      · rw [amp_even, zero_mul]
      · rw [show 2 * m + 1 - (2 * p + 1) = 2 * (m - p) by omega, amp_even, mul_zero]
    rw [hs, show 2 * m + 1 + 1 = 2 * (m + 1) by ring, amp_even, if_neg (by omega)]
    simp
```

Now the closed form is inserted into the recursion, with $\Delta\neq0$. There are three cases.

- For $n=0$, $\Delta a_1+v^*=-v^*+v^*=0=v a_0^2$.
- For odd $n$, each product $a_ka_{n-k}$ has one even index, so the right side vanishes. So does $a_{n+1}$.
- For $n=2m+2$, only pairs of odd indices remain. With $x=-|v|^2/\Delta^2$,
$$v\sum_{k=0}^{m}a_{2k+1}a_{2(m-k)+1}=v\left(\frac{v^*}{\Delta}\right)^2x^m\sum_{k=0}^{m}C_kC_{m-k}=v\left(\frac{v^*}{\Delta}\right)^2x^mC_{m+1}.$$
The left side is $\Delta a_{2m+3}=-v^*x^{m+1}C_{m+1}$, which is the same expression.

In Lean, `key` discards the even indices and `hs` evaluates the sum.

One technique here is worth reusing. The line `generalize -(v * conj v / (Δ : ℂ) ^ 2) = x` replaces a compound expression by a single letter before `ring` is called. The identity holds for any $x$, so `ring` need not unfold a quotient raised to a symbolic power. Use it whenever the inner structure of a subexpression is irrelevant to the algebra.

```lean
private lemma energy_even (Δ : ℝ) (v : ℂ) (n : ℕ) : v * amp Δ v (2 * n + 1) =
    (-1) ^ (n + 1) * (catalan n : ℂ) * (‖v‖ : ℂ) ^ (2 * n + 2) / (Δ : ℂ) ^ (2 * n + 1) := by
  have hv : v * conj v = (‖v‖ : ℂ) ^ 2 := by
    simp [Complex.mul_conj, Complex.normSq_eq_norm_sq]
  have h1 : (-((‖v‖ : ℂ) ^ 2 / (Δ : ℂ) ^ 2)) ^ n =
      (-1) ^ n * ((‖v‖ : ℂ) ^ (2 * n) / (Δ : ℂ) ^ (2 * n)) := by
    rw [neg_pow, div_pow, ← pow_mul, ← pow_mul]
  rw [amp_odd, hv, h1]
  linear_combination
    (-((-1) ^ n * (‖v‖ : ℂ) ^ (2 * n) * (catalan n : ℂ) / (Δ : ℂ) ^ (2 * n + 1))) * hv
```

Multiplying an odd amplitude by $v$ gives the energy:
$$v a_{2n+1}=-\frac{|v|^2}{\Delta}\left(-\frac{|v|^2}{\Delta^2}\right)^nC_n=(-1)^{n+1}C_n\frac{|v|^{2n+2}}{\Delta^{2n+1}}.$$
Lean writes $|v|$ as `‖v‖`, and `hv` supplies $vv^*=|v|^2$.

```lean
/-- For a nonzero gap the perturbation equations starting from level 0 have exactly one solution:
`E 0` and the odd energies vanish, and the even ones from order two on are signed Catalan numbers
times a power of `‖v‖` divided by a power of `Δ`. -/
theorem isRSSeries_iff_catalan {Δ : ℝ} (hΔ : Δ ≠ 0) (v : ℂ) (E : ℕ → ℂ)
    (ψ : ℕ → Fin 2 → ℂ) :
    IsRSSeries (H₀ Δ) (V v) 0 E ψ ↔
      E 0 = 0 ∧ (∀ n, E (2 * n + 1) = 0) ∧
      (∀ n, E (2 * n + 2) = (-1) ^ (n + 1) * (catalan n : ℂ) * (‖v‖ : ℂ) ^ (2 * n + 2) /
        (Δ : ℂ) ^ (2 * n + 1)) ∧
      ∀ n, ψ n = ![if n = 0 then 1 else 0, amp Δ v n] := by
  have hD : (Δ : ℂ) ≠ 0 := by exact_mod_cast hΔ
  rw [isRSSeries_iff_recursion]
  constructor
  · rintro ⟨hz, hc, h0, hE, hr⟩
    -- the recursion fixes every amplitude, since the gap can be divided out
    have ha : ∀ n, ψ n 1 = amp Δ v n := by
      intro n
      induction n using Nat.strong_induction_on with
      | _ n ih =>
        cases n with
        | zero => exact hc.trans (amp_even Δ v 0).symm
        | succ n =>
          have hs : ∑ k ∈ range (n + 1), ψ k 1 * ψ (n - k) 1 =
              ∑ k ∈ range (n + 1), amp Δ v k * amp Δ v (n - k) := by
            refine sum_congr rfl fun k hk => ?_
            have hk' := mem_range.1 hk
            rw [ih k (by omega), ih (n - k) (by omega)]
          have h1 := hr n
          rw [hs, ← amp_recursion hΔ v n] at h1
          exact mul_left_cancel₀ hD (add_right_cancel h1)
    refine ⟨h0, fun n => ?_, fun n => ?_, fun n => funext (Fin.forall_fin_two.2 ⟨hz n, ha n⟩)⟩
    · rw [hE, ha, amp_even, mul_zero]
    · rw [← energy_even, ← ha]
      exact hE (2 * n + 1)
  · rintro ⟨h0, ho, he, hψ⟩
    have ha : ∀ n, ψ n 1 = amp Δ v n := fun n => by rw [hψ]; rfl
    refine ⟨fun n => by rw [hψ]; rfl, (ha 0).trans (amp_even Δ v 0), h0, fun n => ?_,
      fun n => ?_⟩
    · rw [ha]
      rcases Nat.even_or_odd' n with ⟨m, rfl | rfl⟩
      · rw [ho, amp_even, mul_zero]
      · exact (he m).trans (energy_even Δ v m).symm
    · simp only [ha]
      exact amp_recursion hΔ v n
```

This is the general result. For $\Delta\ne0$, a pair of sequences solves the perturbation equations exactly when $E_0=0$, all odd energies vanish,
$$E_{2n+2}=(-1)^{n+1}C_n\frac{|v|^{2n+2}}{\Delta^{2n+1}},\qquad \psi_n=(\delta_{n0},a_n).$$
The case $n=0$ is the familiar second-order shift $-|v|^2/\Delta$ of quantum mechanics, here for two isolated levels with purely off-diagonal coupling.

For uniqueness, suppose $c_k=a_k$ for all $k\le n$. The right side of the recursion is then the same for both sequences, so $\Delta c_{n+1}=\Delta a_{n+1}$, and division by $\Delta$ gives $c_{n+1}=a_{n+1}$. This is the strong induction in `ha`, with `mul_left_cancel₀` doing the division. The converse uses `amp_recursion`. At $\Delta=0$ with $v\ne0$, the first recursion step would demand $v^*=0$, so there is no solution.

The total vector $\psi(t)=\sum_n t^n\psi_n$ has lower component 1, so it is not of unit length unless its upper component vanishes. Where the series converges, with upper component $c(t)$, the normalised upper-level population is $|c(t)|^2/(1+|c(t)|^2)$.

```lean
/-- An explicit solution of the perturbation equations for unit gap and unit coupling. -/
theorem isRSSeries_witness : IsRSSeries (H₀ 1) (V 1) 0
    (fun n => Nat.casesOn n 0 (fun k => amp 1 1 k))
    (fun n => ![if n = 0 then 1 else 0, amp 1 1 n]) := by
  rw [isRSSeries_iff_recursion]
  exact ⟨fun _ => rfl, amp_even 1 1 0, rfl, fun n => (one_mul (amp 1 1 n)).symm,
    fun n => amp_recursion one_ne_zero 1 n⟩
```

Here is an explicit solution for $\Delta=v=1$. The `Nat.casesOn` expression sets $E_0=0$ and $E_{k+1}=a_k$. The final theorem, which begins from a given series, therefore has one to apply to.

```lean
/-- The energy corrections satisfy the secular equation `E² - Δ E = |v|² t²` at each order
from the second on. -/
theorem secular_equation {Δ : ℝ} {v : ℂ} {E : ℕ → ℂ} {ψ : ℕ → Fin 2 → ℂ}
    (h : IsRSSeries (H₀ Δ) (V v) 0 E ψ) (n : ℕ) :
    ∑ k ∈ range (n + 3), E k * E (n + 2 - k) - Δ * E (n + 2) =
      if n = 0 then v * conj v else 0 := by
  obtain ⟨-, -, h0, hE, hr⟩ := (isRSSeries_iff_recursion Δ v E ψ).1 h
  have hs : ∑ k ∈ range (n + 3), E k * E (n + 2 - k) =
      v * (v * ∑ k ∈ range (n + 1), ψ k 1 * ψ (n - k) 1) := by
    -- the two end terms contain the vanishing zeroth-order energy
    rw [sum_range_succ, Nat.sub_self, h0, mul_zero, add_zero, sum_range_succ', h0, zero_mul,
      add_zero, mul_sum, mul_sum]
    refine sum_congr rfl fun k hk => ?_
    have hk' := mem_range.1 hk
    rw [show n + 2 - (k + 1) = n - k + 1 by omega, hE, hE]
    ring
  rw [hs, ← hr n, hE (n + 1)]
  split_ifs <;> ring
```

The exact eigenvalues of the two-level matrix satisfy $E^2-\Delta E=|v|^2t^2$. This theorem compares coefficients of $t^{n+2}$:
$$\sum_{k=0}^{n+2}E_kE_{n+2-k}-\Delta E_{n+2}=|v|^2\delta_{n0}.$$
By hand, drop the two end terms, which contain $E_0=0$, and insert $E_{k+1}=vc_k$. The sum becomes $v^2\sum_{k=0}^{n}c_kc_{n-k}$. By the recursion this equals $v(\Delta c_{n+1}+v^*\delta_{n0})=\Delta E_{n+2}+|v|^2\delta_{n0}$. No division by $\Delta$ occurs, so the theorem does not assume $\Delta\neq0$.

```lean
/-- For `H₀ = diag(0,1)` and `V = [[0,1],[1,0]]` the lower-state energies of odd order vanish
and, for `n ≥ 1`, the energy of order `2n` is `(-1)^n` times the Catalan number of index
`n - 1`. -/
theorem energies_catalan {E : ℕ → ℂ} {ψ : ℕ → Fin 2 → ℂ}
    (h : IsRSSeries !![0, 0; 0, 1] !![0, 1; 1, 0] 0 E ψ) :
    (∀ n, Odd n → E n = 0) ∧
      ∀ n, 1 ≤ n → E (2 * n) = (-1) ^ n * (catalan (n - 1) : ℂ) := by
  have h' : IsRSSeries (H₀ 1) (V 1) 0 E ψ := by simpa [H₀, V] using h
  obtain ⟨-, ho, he, -⟩ := (isRSSeries_iff_catalan one_ne_zero 1 E ψ).1 h'
  constructor
  · rintro n ⟨m, rfl⟩
    exact ho m
  · intro n hn
    obtain ⟨m, rfl⟩ : ∃ m, n = m + 1 := ⟨n - 1, by omega⟩
    have hm := he m
    rw [show 2 * (m + 1) = 2 * m + 2 by ring, hm]
    simp

end

end TwoLevelRayleighSchroedinger
```

The last theorem returns to the integer matrices of the opening. The hypothesis `h` says that `E` and `ψ` form a perturbation series starting from level 0. The conclusion is $E_n=0$ for odd $n$, and
$$E_{2n}=(-1)^nC_{n-1}\qquad(n\ge1).$$
The proof recognises the matrices as `H₀ 1` and `V 1`, applies the general theorem, and writes $n=m+1$ to match its indexing.

```lean
#print axioms TwoLevelRayleighSchroedinger.isRSSeries_iff_catalan
#print axioms TwoLevelRayleighSchroedinger.secular_equation
#print axioms TwoLevelRayleighSchroedinger.energies_catalan
```

```
'TwoLevelRayleighSchroedinger.isRSSeries_iff_catalan' depends on axioms: [propext, Classical.choice, Quot.sound]
'TwoLevelRayleighSchroedinger.secular_equation' depends on axioms: [propext, Classical.choice, Quot.sound]
'TwoLevelRayleighSchroedinger.energies_catalan' depends on axioms: [propext, Classical.choice, Quot.sound]
```
